# Leading logarithms at a core-level edge sum to a power law; for attractive coupling the ladder series diverges near the edge

Near the core-level X-ray edge of a metal, suppose one keeps only repeated scattering of the excited electron off the attractive core hole, and only the real logarithm from each scattering. The resulting ladder series has a closed form with a pole at a finite distance from the edge; there and closer in, the series diverges. If the leading logarithms obey the recursion below, they sum to a power law at every positive distance from the edge.

## The two series

Let $\omega>0$ be the energy measured from the edge (not the photon energy), $D>0$ the bandwidth that cuts off the logarithm, and $L=\log(D/\omega)$. The dimensionless coupling $g$ stands for the core-hole attraction times the density of states per spin at the Fermi level; $g>0$ is attractive. With

$$a_0=1,\qquad a_{n+1}(L)=2g\int_0^L a_n(x)\,dx,$$

one has

$$a_n(L)=\frac{(2gL)^n}{n!},\qquad \sum_{n\ge0}a_n(L)=\left(\frac D\omega\right)^{2g}.$$

For $g>0$, the ladder series $\sum_n (gL)^n$ diverges to $+\infty$ whenever $0<\omega\le De^{-1/g}$.

The $a_n$ describe the absorption, while the ladder is the enhancement factor of the response function. Their first-order terms, $2gL$ and $gL$, therefore differ, and the comparison concerns where each series converges.

## The edge factor in a spectrum calculation

In a one-channel model of a core-level spectrum at leading-logarithm accuracy, the code loops over a grid of energies with $0<\omega\ll D$, computes $L$, and multiplies the smooth one-electron absorption by $e^{2gL}$. Lifetime broadening is applied afterwards. The exponential replaces an order-by-order sum at each grid point. The ladder's closed form $1/(1-gL)$ is a factor of the response function, so it is not a substitute for $e^{2gL}$. For $g>0$ it has a pole at $\omega=De^{-1/g}$ and is negative below it. This pole at real $\omega>0$ belongs to the approximation: above the edge the logarithm comes with an imaginary part, which is dropped here.

## From the recursion to the power law

The closed form holds for $n=0$. If it holds for $n$, then

$$a_{n+1}(L)=2g\,\frac{(2g)^n}{n!}\int_0^L x^n\,dx=\frac{(2g)^{n+1}}{n!}\,\frac{L^{n+1}}{n+1}=\frac{(2gL)^{n+1}}{(n+1)!}.$$

The exponential series gives $\sum_n a_n(L)=e^{2gL}$, and $L=\log(D/\omega)$ turns this into $(D/\omega)^{2g}$.

For the ladder with $g>0$,

$$gL<1\iff \log D-\log\omega<\frac1g\iff \omega>De^{-1/g}.$$

At or below that energy $gL\ge1$, so every term is at least 1 and the sum of the first $N$ terms is at least $N$. For $De^{-1/g}<\omega\le D$ we have $0\le gL<1$, and the geometric series gives $1/(1-gL)$.

**Numbers for $g=1/4$.** The ladder fails from $\omega=De^{-4}\approx0.0183\,D$ downwards. At that energy $L=4$ and $gL=1$, so the ladder reads $1+1+1+\cdots$. The leading logarithms read $1+2+2+\tfrac43+\tfrac23+\cdots$; these five terms give $7$, and the full sum is $e^2\approx7.389$.

## The Lean file

```lean
import Mathlib

open Filter

namespace EdgeSingularity

noncomputable section

/-- The leading-logarithm terms: the zeroth term is 1, and each further order is `2g` times
the integral of the preceding term over `[0, L]`. -/
def logTerm (g : ℝ) : ℕ → ℝ → ℝ
  | 0 => fun _ => 1
  | n + 1 => fun L => 2 * g * ∫ x in (0 : ℝ)..L, logTerm g n x

/-- The edge logarithm `log (D / ω)` for a bandwidth `D > 0` and a distance `ω > 0`
from the edge. -/
def edgeLog (D ω : ℝ) : ℝ := Real.log (D / ω)

/-- The energy `D exp (-1 / g)`, for a bandwidth `D` and a coupling `g ≠ 0`. -/
def ladderThreshold (D g : ℝ) : ℝ := D * Real.exp (-1 / g)

/-- The leading-logarithm term of order `n` is `(2gL)^n / n!`. -/
theorem logTerm_eq (g : ℝ) (n : ℕ) (L : ℝ) :
    logTerm g n L = (2 * g * L) ^ n / (n.factorial : ℝ) := by
  induction n generalizing L with
  | zero => simp [logTerm]
  | succ n ih =>
    -- the preceding order is a monomial in the logarithm
    have h : logTerm g n = fun x => (2 * g) ^ n / (n.factorial : ℝ) * x ^ n := by
      funext x
      rw [ih x, mul_pow (2 * g) x n]
      ring
    have h0 : (0 : ℝ) ^ (n + 1) = 0 := by simp
    change 2 * g * (∫ x in (0 : ℝ)..L, logTerm g n x) = _
    simp only [h, intervalIntegral.integral_const_mul, integral_pow]
    rw [h0, Nat.factorial_succ]
    push_cast
    -- split the inverse of (n + 1) * n! into its two factors
    simp only [div_eq_mul_inv, mul_inv]
    ring

/-- The leading-logarithm terms at logarithm `L` sum to `exp (2gL)`. -/
theorem hasSum_logTerm (g L : ℝ) :
    HasSum (fun n => logTerm g n L) (Real.exp (2 * g * L)) := by
  have h := NormedSpace.expSeries_div_hasSum_exp (2 * g * L)
  rw [← Real.exp_eq_exp_ℝ] at h
  simpa only [logTerm_eq] using h

/-- For positive `D` and `ω`, the leading-logarithm terms at `log (D / ω)` sum to the
power law `(D / ω)^(2g)`. -/
theorem hasSum_powerLaw (g : ℝ) {D ω : ℝ} (hD : 0 < D) (hω : 0 < ω) :
    HasSum (fun n => logTerm g n (edgeLog D ω)) ((D / ω) ^ (2 * g)) := by
  have h := hasSum_logTerm g (edgeLog D ω)
  rw [Real.rpow_def_of_pos (div_pos hD hω), mul_comm (Real.log (D / ω))]
  exact h

/-- For positive `g`, `D` and `ω`, the ladder ratio `g log (D / ω)` is below 1 exactly when
`ω` lies above `D exp (-1 / g)`. -/
theorem ladder_ratio_lt_one_iff {g D ω : ℝ} (hg : 0 < g) (hD : 0 < D) (hω : 0 < ω) :
    g * edgeLog D ω < 1 ↔ ladderThreshold D g < ω := by
  have hT : 0 < D * Real.exp (-1 / g) := mul_pos hD (Real.exp_pos _)
  -- compare the two energies through their logarithms
  rw [edgeLog, ladderThreshold, ← Real.log_lt_log_iff hT hω,
    Real.log_mul hD.ne' (Real.exp_ne_zero _), Real.log_exp,
    Real.log_div hD.ne' hω.ne', ← lt_div_iff₀' hg, neg_div]
  constructor <;> intro h <;> linarith

/-- For `g > 0` and `D exp (-1 / g) < ω ≤ D`, with `D` and `ω` positive, the ladder series
converges to `1 / (1 - g log (D / ω))`. -/
theorem ladder_hasSum {g D ω : ℝ} (hg : 0 < g) (hD : 0 < D) (hω : 0 < ω)
    (hωD : ω ≤ D) (h : ladderThreshold D g < ω) :
    HasSum (fun n : ℕ => (g * edgeLog D ω) ^ n) (1 - g * edgeLog D ω)⁻¹ := by
  have hL : 0 ≤ edgeLog D ω := Real.log_nonneg ((one_le_div hω).2 hωD)
  exact hasSum_geometric_of_lt_one (mul_nonneg hg.le hL)
    ((ladder_ratio_lt_one_iff hg hD hω).2 h)

/-- For `g > 0`, `D > 0` and `0 < ω ≤ D exp (-1 / g)`, the partial sums of the ladder series
grow beyond all bounds. -/
theorem ladder_diverges {g D ω : ℝ} (hg : 0 < g) (hD : 0 < D) (hω : 0 < ω)
    (h : ω ≤ ladderThreshold D g) :
    Tendsto (fun N : ℕ => ∑ n ∈ Finset.range N, (g * edgeLog D ω) ^ n) atTop atTop := by
  have hx : 1 ≤ g * edgeLog D ω :=
    not_lt.1 fun hlt => not_lt_of_ge h ((ladder_ratio_lt_one_iff hg hD hω).1 hlt)
  -- every term is at least 1, so the N-th partial sum is at least N
  refine tendsto_atTop_mono (fun N => ?_) (tendsto_natCast_atTop_atTop (R := ℝ))
  calc (N : ℝ) = ∑ _n ∈ Finset.range N, (1 : ℝ) := by simp
    _ ≤ ∑ n ∈ Finset.range N, (g * edgeLog D ω) ^ n :=
      Finset.sum_le_sum fun n _ => one_le_pow₀ hx

/-- For `D > 0`, the leading-logarithm terms are `(2gL)^n / n!` and at `L = log (D / ω)` sum to
`(D / ω)^(2g)` for every `ω > 0`, whereas for `g > 0` the partial sums of the ladder series
diverge to infinity whenever `0 < ω ≤ D exp (-1 / g)`. -/
theorem leadingLog_versus_ladder (g : ℝ) {D : ℝ} (hD : 0 < D) :
    (∀ (n : ℕ) (L : ℝ), logTerm g n L = (2 * g * L) ^ n / (n.factorial : ℝ)) ∧
    (∀ ω : ℝ, 0 < ω →
      HasSum (fun n => logTerm g n (edgeLog D ω)) ((D / ω) ^ (2 * g))) ∧
    (0 < g → ∀ ω : ℝ, 0 < ω → ω ≤ ladderThreshold D g →
      Tendsto (fun N : ℕ => ∑ n ∈ Finset.range N, (g * edgeLog D ω) ^ n) atTop atTop) :=
  ⟨logTerm_eq g, fun _ hω => hasSum_powerLaw g hD hω,
    fun hg _ hω h => ladder_diverges hg hD hω h⟩

/-- At `ω = D exp (-1 / g)`, with `D > 0` and `g ≠ 0`, the leading-logarithm terms sum to
`exp 2`. -/
theorem hasSum_at_threshold {g D : ℝ} (hg : g ≠ 0) (hD : 0 < D) :
    HasSum (fun n => logTerm g n (edgeLog D (ladderThreshold D g))) (Real.exp 2) := by
  -- the edge logarithm at this energy is 1 / g
  have hL : edgeLog D (ladderThreshold D g) = 1 / g := by
    rw [edgeLog, ladderThreshold,
      Real.log_div hD.ne' (mul_pos hD (Real.exp_pos _)).ne',
      Real.log_mul hD.ne' (Real.exp_ne_zero _), Real.log_exp]
    ring
  have h2 : 2 * g * (1 / g) = 2 := by
    rw [mul_assoc, mul_one_div_cancel hg, mul_one]
  have h := hasSum_logTerm g (1 / g)
  rw [h2] at h
  rw [hL]
  exact h

end

end EdgeSingularity
```

```lean
#print axioms EdgeSingularity.hasSum_powerLaw
#print axioms EdgeSingularity.ladder_hasSum
#print axioms EdgeSingularity.leadingLog_versus_ladder
#print axioms EdgeSingularity.hasSum_at_threshold
```

```
'EdgeSingularity.hasSum_powerLaw' depends on axioms: [propext, Classical.choice, Quot.sound]
'EdgeSingularity.ladder_hasSum' depends on axioms: [propext, Classical.choice, Quot.sound]
'EdgeSingularity.leadingLog_versus_ladder' depends on axioms: [propext, Classical.choice, Quot.sound]
'EdgeSingularity.hasSum_at_threshold' depends on axioms: [propext, Classical.choice, Quot.sound]
```

## What is guaranteed, and for which model

`logTerm g n L` is $a_n(L)$, defined by the integral recursion, so the factorial is derived. `edgeLog` is $L$ and `ladderThreshold` is $De^{-1/g}$. `HasSum` says that the series converges to the stated value; `Tendsto … atTop atTop` says that the partial sums grow without bound. The main theorem, `leadingLog_versus_ladder`, joins the closed form for all real $g$ and $L$, the power law for all $\omega>0$, and the ladder's divergence for $g>0$.

The proofs follow the derivation:

- `logTerm_eq` is the induction, with $L$ left general because the integral needs the previous order at every $x$; `integral_pow` integrates the monomial.
- `hasSum_logTerm` supplies the exponential series, and `hasSum_powerLaw` rewrites it as a real power.
- `ladder_ratio_lt_one_iff` compares energies through their logarithms.
- `ladder_diverges` bounds the partial sums below by $N$, and `ladder_hasSum` gives the convergent side.
- `hasSum_at_threshold` gives $e^2$ at $\omega=De^{-1/g}$ for any $g\ne0$.

Two steps are left to physics: that the absorption of a real metal obeys this recursion at leading-logarithm accuracy, and that repeated scattering gives a geometric series with ratio $gL$. Both are assumed, not derived from a Hamiltonian or from diagrams. Terms with fewer logarithms than powers of $g$, such as $g^2L$, are absent, so the exponent $2g$ is a weak-coupling result. The theorems concern real numbers and give no bound on rounding or on truncation at finite order.
